# Creation and contraction on the exterior algebra satisfy the basis-free CAR

Let $M$ be a module over a commutative ring $R$: a space of one-particle states with scalars in $R$. On its exterior algebra, let $C(x)$ be left multiplication by $x\in M$ and $A(f)$ left contraction by a linear functional $f:M\to R$. Then
$$\{A(f),C(x)\}=f(x),\qquad A(f)1=0,\qquad (C(x)+A(f))^2=f(x),$$
creators anticommute among themselves, and so do annihilators. Given any other linear family of creators $c(x)$ with $c(x)^2=0$, annihilators $a(f)$ with $\{a(f),c(x)\}=f(x)$, and a vector $v$ killed by every $a(f)$, exactly one linear map from the exterior algebra respects the operators and sends $1$ to $v$.

```lean
import Mathlib

open ExteriorAlgebra

namespace BasisFreeCAR

noncomputable section

variable {R M : Type*} [CommRing R] [AddCommGroup M] [Module R M]
```

No basis, inner product, finite dimension or division by 2 is assumed.

```lean
/-- The creation operator `C(x)`: left multiplication by the vector `x` on the
exterior algebra. -/
def create : M →ₗ[R] Module.End R (ExteriorAlgebra R M) :=
  (LinearMap.mul R (ExteriorAlgebra R M)).comp (ExteriorAlgebra.ι R)
```

`ι` embeds $M$ in the exterior algebra, so $C(x)w=x\wedge w$. `Module.End` is the type of linear operators, with `*` as composition; the arrow `→ₗ[R]` makes $C$ linear in $x$.

```lean
/-- The annihilation operator `A(f)`: left contraction by the linear functional `f`. -/
def annihilate : Module.Dual R M →ₗ[R] Module.End R (ExteriorAlgebra R M) :=
  CliffordAlgebra.contractLeft
```

`Module.Dual R M` contains the functionals $f$. On a product of vectors,
$$A(f)(x_1\wedge\dots\wedge x_n)=\sum_i(-1)^{i-1}f(x_i)\,x_1\wedge\dots\widehat{x_i}\dots\wedge x_n,$$
where the hat marks an omitted factor. Since $A$ takes a functional, it is linear in its label. No adjoint is defined.

```lean
/-- Every annihilation operator kills the vacuum `1`. -/
theorem annihilate_vacuum (f : Module.Dual R M) :
    annihilate f (1 : ExteriorAlgebra R M) = 0 :=
  CliffordAlgebra.contractLeft_one ..
```

The vacuum is the element $1$, which has no factor to remove.

```lean
/-- Annihilating after creating: either the new particle is removed, or it is passed
over at the cost of a sign. -/
theorem annihilate_create (f : Module.Dual R M) (x : M) (w : ExteriorAlgebra R M) :
    annihilate f (create x w) = f x • w - create x (annihilate f w) :=
  CliffordAlgebra.contractLeft_ι_mul ..
```

Separate the $i=1$ term in the sum; every other term has one extra sign from passing $x$:
$$A(f)(x\wedge w)=f(x)w-x\wedge A(f)w.$$
Mathlib supplies this rule for Clifford algebras, of which the exterior algebra is the case with zero quadratic form.

```lean
/-- The canonical anticommutation relations without a basis: `{A(f), C(x)} = f(x)`,
`{C(x), C(y)} = 0` and `{A(f), A(g)} = 0`. -/
theorem car (f g : Module.Dual R M) (x y : M) :
    annihilate f * create x + create x * annihilate f = f x • 1 ∧
    create (R := R) x * create y + create y * create x = 0 ∧
    annihilate f * annihilate g + annihilate g * annihilate f = 0 := by
  refine ⟨LinearMap.ext fun w => ?_, LinearMap.ext fun w => ?_, LinearMap.ext fun w => ?_⟩
  · change annihilate f (create x w) + create x (annihilate f w) = f x • w
    rw [annihilate_create, sub_add_cancel]
  · change ι R x * (ι R y * w) + ι R y * (ι R x * w) = 0
    rw [← mul_assoc, ← mul_assoc, ← add_mul, ι_add_mul_swap, zero_mul]
  · have h : annihilate f (annihilate g w) = -(annihilate g (annihilate f w)) :=
      CliffordAlgebra.contractLeft_comm ..
    change annihilate f (annihilate g w) + annihilate g (annihilate f w) = 0
    rw [h, neg_add_cancel]
```

Moving the last term of the contraction rule to the left gives $\{A(f),C(x)\}=f(x)$; in Lean, `f x • 1` is this multiple of the identity. Creators anticommute because $x\wedge y=-y\wedge x$. For annihilators, apply the rule twice:
$$A(f)A(g)(x\wedge w)=g(x)A(f)w-f(x)A(g)w+x\wedge A(f)A(g)w.$$
Adding the same line with $f,g$ exchanged leaves $x\wedge\{A(f),A(g)\}w$, which vanishes by induction on the number of factors. `LinearMap.ext` reduces each operator identity to its action on $w$.

For non-orthogonal orbitals $x,y$ in electronic structure, take $f=\langle y|\cdot\rangle$: then $f(x)$ is the overlap $\langle y|x\rangle$. The result covers only this operator algebra, without a Hamiltonian.

```lean
/-- Pauli principle: creating twice in the same state, or annihilating twice with the
same functional, gives zero. -/
theorem pauli (f : Module.Dual R M) (x : M) :
    create (R := R) x * create x = 0 ∧ annihilate f * annihilate f = 0 := by
  refine ⟨LinearMap.ext fun w => ?_, LinearMap.ext fun w => ?_⟩
  · change ι R x * (ι R x * w) = 0
    rw [← mul_assoc, ι_sq_zero, zero_mul]
  · exact CliffordAlgebra.contractLeft_contractLeft ..
```

$C(x)^2=0$ follows from $x\wedge x=0$. Setting $f=g$ in the double contraction leaves $A(f)^2(x\wedge w)=x\wedge A(f)^2w$, so induction gives $A(f)^2=0$. Deriving these squares from the anticommutators would be a mistake over a general ring: that yields only $2C(x)^2=0$ and $2A(f)^2=0$.

```lean
/-- The field operator `C(x) + A(f)` squares to the scalar `f(x)`, and two field
operators anticommute to the scalar `f(y) + g(x)`. -/
theorem field_clifford (f g : Module.Dual R M) (x y : M) :
    (create x + annihilate f) * (create x + annihilate f) = f x • 1 ∧
    (create x + annihilate f) * (create y + annihilate g)
      + (create y + annihilate g) * (create x + annihilate f) = (f y + g x) • 1 := by
  constructor
  · calc (create x + annihilate f) * (create x + annihilate f)
        = create x * create x + annihilate f * annihilate f
          + (annihilate f * create x + create x * annihilate f) := by
          simp only [mul_add, add_mul]; abel
      _ = f x • 1 := by
          rw [(pauli f x).1, (pauli f x).2, (car f f x x).1, add_zero, zero_add]
  · calc (create x + annihilate f) * (create y + annihilate g)
          + (create y + annihilate g) * (create x + annihilate f)
        = (create x * create y + create y * create x)
          + (annihilate f * annihilate g + annihilate g * annihilate f)
          + ((annihilate f * create y + create y * annihilate f)
          + (annihilate g * create x + create x * annihilate g)) := by
          simp only [mul_add, add_mul]; abel
      _ = (f y + g x) • 1 := by
          rw [(car f g x y).2.1, (car f g x y).2.2, (car f f y y).1, (car g g x x).1,
            add_zero, zero_add, add_smul]
```

Expand, keeping the order of the factors:
$$(C(x)+A(f))^2=C(x)^2+A(f)^2+\{A(f),C(x)\}=f(x).$$
For two field operators, the mixed anticommutators leave $f(y)+g(x)$. The `calc` blocks group the terms in this way.

```lean
/-- The operator `C(x) A(f)` squares to `f(x)` times itself. -/
theorem occupation_sq (f : Module.Dual R M) (x : M) :
    (create x * annihilate f) * (create x * annihilate f)
      = f x • (create x * annihilate f) := by
  have h := eq_sub_of_add_eq (car f f x x).1
  -- the term with two equal creators vanishes by the Pauli principle
  have h0 : create x * (create x * annihilate f) * annihilate f = 0 := by
    rw [← mul_assoc (create x) (create x), (pauli f x).1, zero_mul, zero_mul]
  calc (create x * annihilate f) * (create x * annihilate f)
      = create x * (annihilate f * create x) * annihilate f := by simp only [mul_assoc]
    _ = f x • (create x * annihilate f) := by
        rw [h, mul_sub, sub_mul, h0, sub_zero, mul_smul_comm, mul_one, smul_mul_assoc]
```

Writing $C=C(x)$, $A=A(f)$,
$$CACA=C(f(x)-CA)A=f(x)CA-C^2A^2=f(x)CA.$$
When $f(x)=1$, $CA$ is a projection. In a complex inner product space, with $x$ normalised and $f=\langle x|\cdot\rangle$, it is the occupation number of the orbital $x$; for any other $f$ with $f(x)=1$ it is not Hermitian.

```lean
/-- An operator that kills the vacuum and has the anticommutator `f(x)` with every
creation operator `C(x)` is the annihilation operator `A(f)`. -/
theorem annihilate_unique (f : Module.Dual R M) (B : Module.End R (ExteriorAlgebra R M))
    (hB : B 1 = 0) (hBC : ∀ x, B * create x + create x * B = f x • 1) :
    B = annihilate f := by
  refine LinearMap.ext fun w => ?_
  induction w using CliffordAlgebra.left_induction with
  | algebraMap r =>
    rw [Algebra.algebraMap_eq_smul_one, map_smul, map_smul, hB, annihilate_vacuum]
  | add u w hu hw => rw [map_add, map_add, hu, hw]
  | ι_mul w x hw =>
    change B (create x w) = annihilate f (create x w)
    have h := LinearMap.congr_fun (hBC x) w
    change B (create x w) + create x (B w) = f x • w at h
    rw [annihilate_create, ← hw]
    exact eq_sub_of_add_eq h
```

The hypotheses give $B1=0$ and $B(x\wedge w)=f(x)w-x\wedge Bw$, the recursion obeyed by $A(f)$. `left_induction` checks scalars, sums and multiplication by one more vector.

```lean
/-- Universality of the Fock representation: for any operators `c(x)`, `a(f)` on a module `V`, with
`c` linear in `x`, `c(x)² = 0` and `{a(f), c(x)} = f(x)`, and any vector `v` killed by all `a(f)`,
exactly one linear map from the exterior algebra to `V` sends the vacuum to `v` and intertwines
creation and annihilation operators. -/
theorem fock_universal {V : Type*} [AddCommGroup V] [Module R V]
    (c : M →ₗ[R] Module.End R V) (a : Module.Dual R M → Module.End R V) (v : V)
    (hc : ∀ x, c x * c x = 0)
    (hac : ∀ f x, a f * c x + c x * a f = f x • 1)
    (hv : ∀ f, a f v = 0) :
    ∃! Φ : ExteriorAlgebra R M →ₗ[R] V, Φ 1 = v ∧
      (∀ x w, Φ (create x w) = c x (Φ w)) ∧
      (∀ f w, Φ (annihilate f w) = a f (Φ w)) := by
  -- extend the creators to products of creators, and let these act on `v`
  let L := ExteriorAlgebra.lift R ⟨c, hc⟩
  let Φ : ExteriorAlgebra R M →ₗ[R] V := (LinearMap.applyₗ v).comp L.toLinearMap
  have h1 : Φ 1 = v := by
    change L 1 v = v
    rw [map_one]; rfl
  have hC : ∀ x w, Φ (create x w) = c x (Φ w) := by
    intro x w
    change L (ι R x * w) v = c x (L w v)
    have hx : L (ι R x) = c x := ExteriorAlgebra.lift_ι_apply ..
    rw [map_mul, hx]; rfl
  refine ⟨Φ, ⟨h1, hC, fun f w => ?_⟩, ?_⟩
  · -- annihilators are moved through the creators until they reach the vacuum
    induction w using CliffordAlgebra.left_induction with
    | algebraMap r =>
      rw [Algebra.algebraMap_eq_smul_one]
      simp only [map_smul, annihilate_vacuum, smul_zero, map_zero, h1, hv]
    | add u w hu hw => simp only [map_add, hu, hw]
    | ι_mul w x hw =>
      change Φ (annihilate f (create x w)) = a f (Φ (create x w))
      have h := LinearMap.congr_fun (hac f x) (Φ w)
      change a f (c x (Φ w)) + c x (a f (Φ w)) = f x • Φ w at h
      rw [annihilate_create, map_sub, map_smul, hC, hC, hw]
      exact (eq_sub_of_add_eq h).symm
  · rintro Ψ ⟨g1, gC, -⟩
    refine LinearMap.ext fun w => ?_
    induction w using CliffordAlgebra.left_induction with
    | algebraMap r => rw [Algebra.algebraMap_eq_smul_one, map_smul, map_smul, g1, h1]
    | add u w hu hw => rw [map_add, map_add, hu, hw]
    | ι_mul w x hw =>
      change Ψ (create x w) = Φ (create x w)
      rw [gC, hC, hw]
```

Here `∃!` means "exactly one". The hypotheses are $c(x)^2=0$, the mixed CAR and a vector $v$ killed by every $a(f)$. Define
$$\Phi(x_1\wedge\dots\wedge x_n)=c(x_1)\cdots c(x_n)v,\qquad \Phi(1)=v.$$
`ExteriorAlgebra.lift` makes this well defined, using $c(x)^2=0$. Both $\Phi A(f)$ and $a(f)\Phi$ vanish on scalars. If they agree on $w$, then
$$\begin{aligned}\Phi(A(f)(x\wedge w))&=f(x)\Phi(w)-c(x)a(f)\Phi(w)\\&=a(f)c(x)\Phi(w)=a(f)\Phi(x\wedge w).\end{aligned}$$
Any competitor `Ψ` agrees with `Φ` on $1$ and after each creation, hence everywhere. The map need not be an isomorphism: $v=0$ gives $\Phi=0$.

```lean
/-- Creation on a single mode with states `(empty, filled)`: `(p, q) ↦ (0, x p)`. -/
def modeCreate : R →ₗ[R] Module.End R (R × R) :=
  LinearMap.toSpanSingleton R _ ((LinearMap.inr R R R).comp (LinearMap.fst R R R))
```

For the single mode $M=R$, the pair $(p,q)$ holds the empty and filled amplitudes. Creation sends it to $(0,xp)$.

```lean
/-- Annihilation on a single mode: `(p, q) ↦ (f(1) q, 0)`. -/
def modeAnnihilate (f : Module.Dual R R) : Module.End R (R × R) :=
  f 1 • (LinearMap.inl R R R).comp (LinearMap.snd R R R)
```

Annihilation sends it to $(f(1)q,0)$.

```lean
/-- The single-mode operators on `R × R`, with the empty state `(1, 0)`, satisfy the
hypotheses of `fock_universal`. -/
theorem fock_universal_witness :
    (∀ x : R, modeCreate x * modeCreate x = 0) ∧
    (∀ (f : Module.Dual R R) (x : R),
      modeAnnihilate f * modeCreate x + modeCreate x * modeAnnihilate f = f x • 1) ∧
    (∀ f : Module.Dual R R, modeAnnihilate f (1, 0) = 0) := by
  refine ⟨fun x => ?_, fun f x => ?_, fun f => ?_⟩
  · refine LinearMap.ext fun p => ?_
    simp [modeCreate]
  · have hf : f x = x * f 1 := by
      calc f x = f (x • (1 : R)) := by rw [smul_eq_mul, mul_one]
        _ = x * f 1 := by rw [map_smul, smul_eq_mul]
    rw [hf]
    unfold modeAnnihilate
    -- only the number `f 1` matters from here on
    generalize f 1 = k
    refine LinearMap.ext fun p => Prod.ext ?_ ?_ <;>
      simp [modeCreate] <;> ring
  · simp [modeAnnihilate]

end

end BasisFreeCAR
```

Creating twice gives zero, and $(1,0)$ is annihilated. The two mixed products give $(xf(1)p,0)$ and $(0,xf(1)q)$; their sum is $f(x)(p,q)$, because linearity gives $f(x)=xf(1)$. Lean compares the two components and finishes with `ring`. This single-mode example thus meets the hypotheses of `fock_universal` with a nonzero vacuum whenever $R$ is nonzero.

```lean
#print axioms BasisFreeCAR.field_clifford
#print axioms BasisFreeCAR.occupation_sq
#print axioms BasisFreeCAR.annihilate_unique
#print axioms BasisFreeCAR.fock_universal
```

```
'BasisFreeCAR.field_clifford' depends on axioms: [propext, Classical.choice, Quot.sound]
'BasisFreeCAR.occupation_sq' depends on axioms: [propext, Classical.choice, Quot.sound]
'BasisFreeCAR.annihilate_unique' depends on axioms: [propext, Classical.choice, Quot.sound]
'BasisFreeCAR.fock_universal' depends on axioms: [propext, Classical.choice, Quot.sound]
```
